# The derivative of the Boltzmann factor with respect to velocity

A classical carrier of unit mass and velocity `v` has kinetic energy v²/2, and at temperature `T`, measured in energy units, its unnormalised Boltzmann factor is exp(−v²/(2T)). The theorem states that the derivative of this factor with respect to `v` is −v/T times the factor itself. Physically `T` is positive, but the Lean statement puts no condition on it. The proof differentiates `v * v` by the product rule, multiplies by the constant −1/(2T), rewrites the result as the derivative of the exponent, and finishes with the chain rule for the exponential.

Lean 4 with Mathlib refuses this proof:

```lean
import Mathlib

open MeasureTheory Set Filter
open scoped Real Topology

namespace SommerfeldCapture

noncomputable section

/-- The Boltzmann factor of a carrier of unit mass at temperature `T` (in energy units). -/
def boltzmann (T v : ℝ) : ℝ := Real.exp (-v ^ 2 / (2 * T))

/-- The slope of the Boltzmann factor in the speed is `-v / T` times the factor itself. -/
theorem hasDerivAt_boltzmann (T v : ℝ) :
    HasDerivAt (fun u : ℝ => boltzmann T u) (-(v / T) * boltzmann T v) v := by
  have h1 := ((hasDerivAt_id' v).fun_mul (hasDerivAt_id' v)).mul_const (-(1 / (2 * T)))
  have h2 : HasDerivAt (fun u : ℝ => -u ^ 2 / (2 * T)) (-(v / T)) v := by
    convert h1 using 1
    · funext x
      ring
    · ring
  unfold boltzmann
  exact h2.exp.congr_deriv (by ring)

end

end SommerfeldCapture
```

The compiler's answer:

```
Main.lean:19:6: error: Tactic `apply` failed: could not unify the conclusion of `@funext`
  ?f = ?g
with the goal
  Real.instAddCommGroup = Real.normedCommRing.toAddCommGroup

Note: The full type of `@funext` is
  ∀ {α : Sort ?u.62} {β : α → Sort ?u.61} {f g : (x : α) → β x}, (∀ (x : α), f x = g x) → f = g

case e'_4
T v : ℝ
h1 : HasDerivAt (fun y => y * y * -(1 / (2 * T))) ((1 * v + v * 1) * -(1 / (2 * T))) v
⊢ Real.instAddCommGroup = Real.normedCommRing.toAddCommGroup
Main.lean:21:6: error: `ring_nf` made no progress on the goal
Main.lean:17:71: error: unsolved goals
case e'_8
T v : ℝ
h1 : HasDerivAt (fun y => y * y * -(1 / (2 * T))) ((1 * v + v * 1) * -(1 / (2 * T))) v
⊢ (fun u => -u ^ 2 / (2 * T)) = fun y => y * y * -(1 / (2 * T))

case e'_9
T v : ℝ
h1 : HasDerivAt (fun y => y * y * -(1 / (2 * T))) ((1 * v + v * 1) * -(1 / (2 * T))) v
⊢ -(v / T) = (1 * v + v * 1) * -(1 / (2 * T))
```

What went wrong. The proof expects `convert h1 using 1` to leave two goals, one for the functions and one for the derivatives. It leaves others ahead of them. The first asks that two additive group structures on the reals be equal, `Real.instAddCommGroup` and `Real.normedCommRing.toAddCommGroup`. `funext` fails there because it proves equalities of functions. The second bullet also lands on the wrong goal, one the messages don't print, and `ring` makes no progress on it. The two intended equations are left over, as the "unsolved goals" error shows.

The repair does without `convert`. It states the equality of the two functions as `e`, where `funext y` and `ring` do apply, and `rw [e]` puts the goal's function in the form `h1` has. `h1.congr_deriv` then asks only that the two derivative values be equal, which `ring` proves. The two group structures are equal by definition, so `exact` accepts the term without making their equality a separate goal.

This version goes through:

```diff
@@ -16,8 +16,9 @@
   have h1 := ((hasDerivAt_id' v).fun_mul (hasDerivAt_id' v)).mul_const (-(1 / (2 * T)))
   have h2 : HasDerivAt (fun u : ℝ => -u ^ 2 / (2 * T)) (-(v / T)) v := by
-    convert h1 using 1
-    · funext x
+    have e : (fun u : ℝ => -u ^ 2 / (2 * T)) = fun y : ℝ => y * y * -(1 / (2 * T)) := by
+      funext y
       ring
-    · ring
+    rw [e]
+    exact h1.congr_deriv (by ring)
   unfold boltzmann
   exact h2.exp.congr_deriv (by ring)
```
